# The transition dipole between two Löwdin-orthogonalized states

Two normalised states with real overlap `s`, where |s| < 1, have a real symmetric 2×2 matrix `D` for one component of the dipole: the state dipoles stand on its diagonal and the transition dipole off it. Löwdin orthogonalization turns `D` into S^(-1/2) D S^(-1/2), where S is the overlap matrix and S^(-1/2) is written out explicitly. The lemma `lowdinDipole_offDiag` says that the new transition dipole is the old one minus `s` times the mean of the two state dipoles, all divided by 1 − s². The proof writes `p` and `m` for the inverse square roots of 1 + s and 1 − s, multiplies out the denominator, expands the matrix entry, and finishes with a linear combination of the identities for `p ^ 2` and `m ^ 2`.

The first attempt, which Lean rejects:

```lean
import Mathlib

open Matrix

namespace LowdinTransitionDipole

noncomputable section

/-- The explicit Löwdin matrix `S^(-1/2)` of two states with overlap `s`, for `|s| < 1`. -/
def invSqrtOverlap (s : ℝ) : Matrix (Fin 2) (Fin 2) ℝ :=
  !![((Real.sqrt (1 + s))⁻¹ + (Real.sqrt (1 - s))⁻¹) / 2,
     ((Real.sqrt (1 + s))⁻¹ - (Real.sqrt (1 - s))⁻¹) / 2;
     ((Real.sqrt (1 + s))⁻¹ - (Real.sqrt (1 - s))⁻¹) / 2,
     ((Real.sqrt (1 + s))⁻¹ + (Real.sqrt (1 - s))⁻¹) / 2]

/-- The dipole matrix `S^(-1/2) D S^(-1/2)` in the Löwdin-orthogonalized pair of states,
for `|s| < 1`. -/
def lowdinDipole (s : ℝ) (D : Matrix (Fin 2) (Fin 2) ℝ) : Matrix (Fin 2) (Fin 2) ℝ :=
  invSqrtOverlap s * D * invSqrtOverlap s

/-- For `t > 0` the number `1/√t` is positive and its square inverts `t`. -/
theorem inv_sqrt_spec {t : ℝ} (ht : 0 < t) :
    0 < (Real.sqrt t)⁻¹ ∧ (Real.sqrt t)⁻¹ ^ 2 * t = 1 := by
  refine ⟨inv_pos.mpr (Real.sqrt_pos.mpr ht), ?_⟩
  rw [inv_pow, Real.sq_sqrt ht.le, inv_mul_cancel₀ ht.ne']

/-- The transition dipole between the two Löwdin-orthogonalized states is the raw one minus `s`
times the mean of the two state dipoles, divided by `1 - s²`. -/
theorem lowdinDipole_offDiag {s : ℝ} (hs : |s| < 1) {D : Matrix (Fin 2) (Fin 2) ℝ}
    (hD : D.IsSymm) :
    lowdinDipole s D 0 1 = (D 0 1 - s * (D 0 0 + D 1 1) / 2) / (1 - s ^ 2) := by
  obtain ⟨hl, hr⟩ := abs_lt.mp hs
  have hplus : 0 < 1 + s := by linarith
  have hminus : 0 < 1 - s := by linarith
  have hne : 1 - s ^ 2 ≠ 0 := by
    have := mul_pos hplus hminus
    intro h0
    nlinarith
  have hsym : D 1 0 = D 0 1 := hD.apply 0 1
  obtain ⟨-, h1⟩ := inv_sqrt_spec hplus
  obtain ⟨-, h2⟩ := inv_sqrt_spec hminus
  unfold lowdinDipole invSqrtOverlap
  generalize (Real.sqrt (1 + s))⁻¹ = p at h1 ⊢
  generalize (Real.sqrt (1 - s))⁻¹ = m at h2 ⊢
  have hA : p ^ 2 * (1 - s ^ 2) = 1 - s := by linear_combination (1 - s) * h1
  have hB : m ^ 2 * (1 - s ^ 2) = 1 + s := by linear_combination (1 + s) * h2
  rw [eq_div_iff hne]
  simp [Matrix.mul_apply, Fin.sum_univ_two, hsym]
  linear_combination ((D 0 0 + D 1 1) / 4 + D 0 1 / 2) * hA
    + (D 0 1 / 2 - (D 0 0 + D 1 1) / 4) * hB

end

end LowdinTransitionDipole
```

The compiler's answer:

```
Main.lean:49:2: error: ring failed, ring expressions not equal
s : ℝ
hs : |s| < 1
D : Matrix (Fin 2) (Fin 2) ℝ
hD : D.IsSymm
hl : -1 < s
hr : s < 1
hplus : 0 < 1 + s
hminus : 0 < 1 - s
hne : 1 - s ^ 2 ≠ 0
hsym : D 1 0 = D 0 1
p : ℝ
h1 : p ^ 2 * (1 + s) = 1
m : ℝ
h2 : m ^ 2 * (1 - s) = 1
hA : p ^ 2 * (1 - s ^ 2) = 1 - s
hB : m ^ 2 * (1 - s ^ 2) = 1 + s
⊢ (![(p + m) / 2, (p - m) / 2] ᵥ* D) 0 * p * (1 / 2) + (![(p + m) / 2, (p - m) / 2] ᵥ* D) 0 * p * s ^ 2 * (-1 / 2) +
                                        (![(p + m) / 2, (p - m) / 2] ᵥ* D) 0 * m * (-1 / 2) +
                                      (![(p + m) / 2, (p - m) / 2] ᵥ* D) 0 * m * s ^ 2 * (1 / 2) +
                                    p * (![(p + m) / 2, (p - m) / 2] ᵥ* D) 1 * (1 / 2) +
                                  p * (![(p + m) / 2, (p - m) / 2] ᵥ* D) 1 * s ^ 2 * (-1 / 2) +
                                p ^ 2 * s ^ 2 * D 0 0 * (1 / 4) +
                              p ^ 2 * s ^ 2 * D 1 1 * (1 / 4) +
                            p ^ 2 * s ^ 2 * D 0 1 * (1 / 2) +
                          p ^ 2 * D 0 0 * (-1 / 4) +
                        p ^ 2 * D 1 1 * (-1 / 4) +
                      p ^ 2 * D 0 1 * (-1 / 2) +
                    m * (![(p + m) / 2, (p - m) / 2] ᵥ* D) 1 * (1 / 2) +
                  m * (![(p + m) / 2, (p - m) / 2] ᵥ* D) 1 * s ^ 2 * (-1 / 2) +
                m ^ 2 * s ^ 2 * D 0 0 * (-1 / 4) +
              m ^ 2 * s ^ 2 * D 1 1 * (-1 / 4) +
            m ^ 2 * s ^ 2 * D 0 1 * (1 / 2) +
          m ^ 2 * D 0 0 * (1 / 4) +
        m ^ 2 * D 1 1 * (1 / 4) +
      m ^ 2 * D 0 1 * (-1 / 2) =
    0
Main.lean:48:44: warning: This simp argument is unused:
  hsym

Hint: Omit it from the simp argument list.
  [apply] simp [Matrix.mul_apply, Fin.sum_univ_two]

Note: This linter can be disabled with `set_option linter.unusedSimpArgs false`
```

What went wrong. The error comes from `linear_combination`, but the trouble starts in the `simp` before it. The goal still contains terms such as `(![(p + m) / 2, (p - m) / 2] ᵥ* D) 0`, a row vector times `D` that was never expanded into entries of `D`. The default `simp` rules had rewritten the inner product, whose left factor is an explicit matrix, into this row form, which `Matrix.mul_apply` does not match. `ring` treats such terms as unknowns, so they cannot cancel against `D 0 0`, `D 0 1` and `D 1 1`. The warning has the same cause: `D 1 0` never appeared, so `hsym` had nothing to rewrite.

The repair first runs `simp only` with just `Matrix.mul_apply` and `Fin.sum_univ_two`, which turns both products into sums of entries before the default rules can interfere. Then `simp [hsym]` evaluates the entries of the explicit matrices and replaces `D 1 0` by `D 0 1`. The unchanged `linear_combination` now closes the goal. The added comment only explains the order.

The repair, with which the file compiles:

```diff
@@ -46,5 +46,7 @@
   have hB : m ^ 2 * (1 - s ^ 2) = 1 + s := by linear_combination (1 + s) * h2
   rw [eq_div_iff hne]
-  simp [Matrix.mul_apply, Fin.sum_univ_two, hsym]
+  -- expand both products into entries before evaluating the explicit ones
+  simp only [Matrix.mul_apply, Fin.sum_univ_two]
+  simp [hsym]
   linear_combination ((D 0 0 + D 1 1) / 4 + D 0 1 / 2) * hA
     + (D 0 1 / 2 - (D 0 0 + D 1 1) / 4) * hB
```
